# Every finite unitary matrix without eigenvalue −1 is an exact Crank-Nicolson step of a Hermitian Hamiltonian

Fix a nonzero real time step \(\tau\). A unitary \(n\times n\) matrix \(U\) is the Crank-Nicolson propagator of exactly one Hermitian matrix if and only if \(1+U\) is invertible. The condition means that \(U\) has no eigenvalue \(-1\): no nonzero state vector has its sign reversed by the step. In a finite orthonormal basis, one step of any unitary scheme that meets this condition, a splitting scheme for instance, can therefore be read as a Crank-Nicolson step of a modified Hamiltonian. How close that Hamiltonian lies to the one the scheme was meant to approximate is a separate question.

## The step, its two factors and the modified Hamiltonian

Units have \(\hbar=1\). The finite type `n` labels the states of an orthonormal basis, and operators are complex matrices over it. Daggers denote conjugate transposes, written `ᴴ` in Lean.

```lean
import Mathlib

open Matrix Complex

namespace CrankNicolsonModifiedHamiltonian

variable {n : Type*} [Fintype n] [DecidableEq n]
```

For a Hamiltonian \(H\), constant during the step, let \(P=1+i\tau H/2\) be the factor that acts on the new state.

```lean
/-- The factor `1 + iτH/2` that multiplies the new state in a Crank-Nicolson step. -/
noncomputable def implicitPart (τ : ℝ) (H : Matrix n n ℂ) : Matrix n n ℂ :=
  1 + (I * τ / 2) • H
```

Let \(Q=1-i\tau H/2\) be the factor that acts on the old state.

```lean
/-- The factor `1 - iτH/2` that multiplies the old state in a Crank-Nicolson step. -/
noncomputable def explicitPart (τ : ℝ) (H : Matrix n n ℂ) : Matrix n n ℂ :=
  1 - (I * τ / 2) • H
```

The propagator is \(S=P^{-1}Q\).

```lean
/-- The Crank-Nicolson propagator `(1 + iτH/2)⁻¹ (1 - iτH/2)`, for `1 + iτH/2` invertible. -/
noncomputable def cnStep (τ : ℝ) (H : Matrix n n ℂ) : Matrix n n ℂ :=
  (implicitPart τ H)⁻¹ * explicitPart τ H
```

In the other direction, a propagator \(U\) is assigned the matrix \(H_U=(2i/\tau)(U-1)(1+U)^{-1}\).

```lean
/-- The modified Hamiltonian `(2i/τ) (U - 1) (1 + U)⁻¹` of a propagator `U`,
for `τ ≠ 0` and `1 + U` invertible. -/
noncomputable def modifiedHamiltonian (τ : ℝ) (U : Matrix n n ℂ) : Matrix n n ℂ :=
  (2 * I / τ) • ((U - 1) * (1 + U)⁻¹)
```

Invertibility appears in the theorems as `IsUnit`. Where \(H\) is given, the invertibility of \(P\) is a hypothesis. For Hermitian \(H\) it costs nothing, because the eigenvalues \(1+i\tau E/2\) of \(P\), with \(E\) real, are never zero.

## (a) The product of the two prefactors

For \(\tau\neq0\), show that the prefactor of \(H_U\) and the prefactor of \(H\) in the step satisfy

\[ \frac{2i}{\tau}\cdot\frac{i\tau}{2}=-1. \]

**Solution.** The factors of 2 cancel, which leaves \(i^2\,(\tau/\tau)=-1\). In Lean, `ring` regroups the product and `div_self` cancels the real number \(\tau\), read as a complex one.

```lean
/-- The prefactors of the modified Hamiltonian and of the step multiply to minus one. -/
theorem prefactor_mul {τ : ℝ} (hτ : τ ≠ 0) :
    (2 * I / (τ : ℂ)) * (I * τ / 2) = -1 := by
  have h : (τ : ℂ) ≠ 0 := Complex.ofReal_ne_zero.mpr hτ
  calc (2 * I / (τ : ℂ)) * (I * τ / 2) = I * I * ((τ : ℂ) / τ) := by ring
    _ = -1 := by rw [div_self h, Complex.I_mul_I, mul_one]
```

## (b) The implicit equation

Let \(P\) be invertible. Show that a matrix \(U\) is the propagator exactly when it solves a linear equation without an inverse:

\[ S=U\iff PU=Q. \]

**Solution.** If \(U=P^{-1}Q\), then \(PU=PP^{-1}Q=Q\). Conversely, if \(PU=Q\), then \(P^{-1}Q=P^{-1}PU=U\).

The two halves of the Lean proof are these two lines. The cancellations `mul_nonsing_inv` and `nonsing_inv_mul` need an invertible determinant, which `hd` supplies.

```lean
/-- `U` is the Crank-Nicolson propagator exactly when it solves the implicit equation
`(1 + iτH/2) U = 1 - iτH/2`. -/
theorem cnStep_eq_iff {τ : ℝ} {H U : Matrix n n ℂ} (h : IsUnit (implicitPart τ H)) :
    cnStep τ H = U ↔ implicitPart τ H * U = explicitPart τ H := by
  have hd := (Matrix.isUnit_iff_isUnit_det _).mp h
  unfold cnStep
  constructor
  · rintro rfl
    rw [← mul_assoc, Matrix.mul_nonsing_inv _ hd, one_mul]
  · intro e
    rw [← e, ← mul_assoc, Matrix.nonsing_inv_mul _ hd, one_mul]
```

## (c) No step has eigenvalue −1

Let \(P\) be invertible. Show that \(1+S\) is invertible by verifying

\[ \tfrac12P\,(1+S)=1. \]

**Solution.** By (b), \(PS=Q\). Hence

\[ P(1+S)=P+PS=P+Q=\Bigl(1+\frac{i\tau H}{2}\Bigr)+\Bigl(1-\frac{i\tau H}{2}\Bigr)=2. \]

So \(\tfrac12P\) is a left inverse of \(1+S\), and for finite square matrices a left inverse is also a right inverse. Hermiticity of \(H\) plays no part.

In the proof, `k` is the displayed target, `module` adds the two factors, and `mul_eq_one_comm` turns the one-sided inverse into a two-sided one.

```lean
/-- For every Crank-Nicolson propagator `U`, the matrix `1 + U` is invertible. -/
theorem isUnit_one_add_cnStep {τ : ℝ} {H : Matrix n n ℂ} (h : IsUnit (implicitPart τ H)) :
    IsUnit (1 + cnStep τ H) := by
  have e := (cnStep_eq_iff h).1 rfl
  -- the implicit and explicit factors add up to 2
  have k : ((1 / 2 : ℂ) • implicitPart τ H) * (1 + cnStep τ H) = 1 := by
    rw [smul_mul_assoc, mul_add, mul_one, e]
    unfold implicitPart explicitPart
    module
  exact ⟨⟨_, _, mul_eq_one_comm.mp k, k⟩, rfl⟩
```

## (d) Recovering the Hamiltonian from its step

Let \(\tau\neq0\) and let \(P\) be invertible. Show that the modified Hamiltonian of the step is the original one:

\[ \frac{2i}{\tau}(S-1)(1+S)^{-1}=H. \]

**Solution.** Write \(X=i\tau H/2\). The implicit equation \((1+X)S=1-X\) reads \(S+XS=1-X\), so

\[ S-1=-X-XS=-X(1+S). \]

By (c), \(1+S\) can be inverted. Multiplying by its inverse on the right gives \((S-1)(1+S)^{-1}=-X\). With (a),

\[ \frac{2i}{\tau}(-X)=-\frac{2i}{\tau}\cdot\frac{i\tau}{2}\,H=H. \]

The rearrangement is `k` in the Lean proof. It is checked by `noncomm_ring`, which respects the order of matrix factors. The final `rw` carries out the multiplication by the inverse and inserts (a).

```lean
/-- The modified Hamiltonian of a Crank-Nicolson propagator is the Hamiltonian
that generated the step. -/
theorem modifiedHamiltonian_cnStep {τ : ℝ} (hτ : τ ≠ 0) {H : Matrix n n ℂ}
    (h : IsUnit (implicitPart τ H)) : modifiedHamiltonian τ (cnStep τ H) = H := by
  have e := (cnStep_eq_iff h).1 rfl
  have hd := (Matrix.isUnit_iff_isUnit_det _).mp (isUnit_one_add_cnStep h)
  -- solve the implicit equation for the Hamiltonian
  have k : ∀ X U : Matrix n n ℂ, (1 + X) * U = 1 - X → U - 1 = -(X * (1 + U)) :=
    fun X U e => by linear_combination (norm := noncomm_ring) e
  unfold modifiedHamiltonian
  rw [k ((I * τ / 2) • H) _ e, neg_mul, mul_assoc, Matrix.mul_nonsing_inv _ hd, mul_one,
    smul_neg, smul_smul, prefactor_mul hτ, neg_smul, one_smul, neg_neg]
```

## (e) From a unitary matrix to a Hermitian Hamiltonian

Let \(\tau\neq0\), let \(U\) be unitary and let \(1+U\) be invertible. Show that \(H_U\) is Hermitian, that its implicit factor is invertible, and that its step is \(U\):

\[ H_U^\dagger=H_U,\qquad \Bigl(1+\frac{i\tau H_U}{2}\Bigr)^{-1}\Bigl(1-\frac{i\tau H_U}{2}\Bigr)=U. \]

**Solution.** Write \(V=(1+U)^{-1}\), so that \(H_U=(2i/\tau)(U-1)V\).

For Hermiticity, use \(U^\dagger U=1\) to expand

\[ (1-U^\dagger)(1+U)=U-U^\dagger=(1+U^\dagger)(U-1). \]

The adjoint of \((1+U)V=1\) is \(V^\dagger(1+U^\dagger)=1\). Therefore

\[ V^\dagger(1-U^\dagger)=V^\dagger(1-U^\dagger)(1+U)V=V^\dagger(1+U^\dagger)(U-1)V=(U-1)V. \]

Since \(\tau\) is real, conjugation changes the sign of \(2i/\tau\), and

\[ H_U^\dagger=-\frac{2i}{\tau}V^\dagger(U^\dagger-1)=\frac{2i}{\tau}V^\dagger(1-U^\dagger)=\frac{2i}{\tau}(U-1)V=H_U. \]

For the step, (a) gives \(i\tau H_U/2=-(U-1)V\). Writing \(1=(1+U)V\), the two factors become

\[ P=(1+U)V-(U-1)V=2V,\qquad Q=(1+U)V+(U-1)V=2UV. \]

Thus \(P\) has the inverse \(\tfrac12(1+U)\). From \(V(1+U)=1=(1+U)V\) it follows that \(VU=1-V=UV\). Hence \(PU=2VU=2UV=Q\), and (b) gives \(S=U\).

For \(\tau=2\), with \(K=H_U\), this is the Cayley form \(K=i(U-1)(1+U)^{-1}\) and \(U=(1+iK)^{-1}(1-iK)\).

In Lean, `Matrix.unitaryGroup` expresses unitarity and `IsHermitian` expresses \(H_U^\dagger=H_U\). The equation `hmid` is the expansion, `key` is the chain that follows it, and `hs` is the conjugated prefactor. The factors \(2V\) and \(2UV\) are `himp` and `hexp`, written as sums of two equal terms, and `hinv` exhibits the inverse of \(P\).

The argument for the step never uses unitarity. It therefore also gives a neighbouring result: any square matrix \(U\) with \(1+U\) invertible, such as a damped propagator, is the Crank-Nicolson step of \(H_U\), which then need not be Hermitian. The theorem below keeps unitarity as a hypothesis throughout.

```lean
/-- A unitary propagator `U` with `1 + U` invertible is exactly the Crank-Nicolson step
of its modified Hamiltonian, which is Hermitian. -/
theorem unitary_eq_cnStep {τ : ℝ} (hτ : τ ≠ 0) {U : Matrix n n ℂ}
    (hU : U ∈ Matrix.unitaryGroup n ℂ) (h : IsUnit (1 + U)) :
    (modifiedHamiltonian τ U).IsHermitian ∧
      IsUnit (implicitPart τ (modifiedHamiltonian τ U)) ∧
      cnStep τ (modifiedHamiltonian τ U) = U := by
  have hd := (Matrix.isUnit_iff_isUnit_det _).mp h
  have hV := Matrix.mul_nonsing_inv _ hd
  have hV' := Matrix.nonsing_inv_mul _ hd
  have hdef : modifiedHamiltonian τ U = (2 * I / τ) • ((U - 1) * (1 + U)⁻¹) := rfl
  generalize (1 + U)⁻¹ = V at hV hV' hdef
  constructor
  · -- Hermiticity from unitarity
    have hUU : Uᴴ * U = 1 := Matrix.mem_unitaryGroup_iff'.mp hU
    have hW := congrArg Matrix.conjTranspose hV
    rw [Matrix.conjTranspose_mul, Matrix.conjTranspose_add, Matrix.conjTranspose_one] at hW
    have hmid : (1 - Uᴴ) * (1 + U) = (1 + Uᴴ) * (U - 1) := by
      linear_combination (norm := noncomm_ring) -hUU - hUU
    have key : Vᴴ * (1 - Uᴴ) = (U - 1) * V := by
      calc Vᴴ * (1 - Uᴴ) = Vᴴ * ((1 - Uᴴ) * (1 + U)) * V := by
            rw [mul_assoc, mul_assoc, hV, mul_one]
        _ = Vᴴ * ((1 + Uᴴ) * (U - 1)) * V := by rw [hmid]
        _ = (U - 1) * V := by rw [← mul_assoc Vᴴ, hW, one_mul]
    have hs : star (2 * I / (τ : ℂ)) = -(2 * I / (τ : ℂ)) := by simp [neg_div]
    rw [Matrix.IsHermitian, hdef, Matrix.conjTranspose_smul, Matrix.conjTranspose_mul,
      Matrix.conjTranspose_sub, Matrix.conjTranspose_one, hs, ← key, neg_smul, ← smul_neg,
      ← mul_neg, neg_sub]
  · -- the two factors are 2 (1 + U)⁻¹ and 2 U (1 + U)⁻¹
    have hX : (I * τ / 2) • modifiedHamiltonian τ U = -((U - 1) * V) := by
      rw [hdef, smul_smul, mul_comm (I * (τ : ℂ) / 2) (2 * I / (τ : ℂ)), prefactor_mul hτ,
        neg_smul, one_smul]
    have himp : implicitPart τ (modifiedHamiltonian τ U) = V + V := by
      rw [implicitPart, hX]
      linear_combination (norm := noncomm_ring) -hV
    have hexp : explicitPart τ (modifiedHamiltonian τ U) = U * V + U * V := by
      rw [explicitPart, hX]
      linear_combination (norm := noncomm_ring) -hV
    have hinv : implicitPart τ (modifiedHamiltonian τ U) * ((1 / 2 : ℂ) • (1 + U)) = 1 := by
      rw [himp, mul_smul_comm, add_mul, hV']
      module
    have hunit : IsUnit (implicitPart τ (modifiedHamiltonian τ U)) :=
      ⟨⟨_, _, hinv, mul_eq_one_comm.mp hinv⟩, rfl⟩
    refine ⟨hunit, (cnStep_eq_iff hunit).2 ?_⟩
    rw [himp, hexp]
    linear_combination (norm := noncomm_ring) hV' - hV + (hV' - hV)
```

## (f) Exactly one Hamiltonian

Let \(\tau\neq0\) and let \(U\) be unitary. Show that

\[ \bigl(\exists!\,H:\ H^\dagger=H,\ P\text{ invertible},\ P^{-1}Q=U\bigr)\iff 1+U\text{ invertible}. \]

**Solution.** If such an \(H\) exists, \(U\) is a Crank-Nicolson step, and (c) makes \(1+U\) invertible. Conversely, if \(1+U\) is invertible, (e) shows that \(H_U\) has the three properties. Any other \(H\) with these properties has step \(U\), so (d) gives \(H=H_U\).

The Lean proof combines the three earlier theorems in this way. The symbol `∃!` means that there is one such matrix and no second one, for the given \(\tau\).

```lean
/-- A unitary propagator `U` is the Crank-Nicolson step of exactly one Hermitian Hamiltonian
if and only if `1 + U` is invertible. -/
theorem existsUnique_hamiltonian_iff {τ : ℝ} (hτ : τ ≠ 0) {U : Matrix n n ℂ}
    (hU : U ∈ Matrix.unitaryGroup n ℂ) :
    (∃! H : Matrix n n ℂ, H.IsHermitian ∧ IsUnit (implicitPart τ H) ∧ cnStep τ H = U) ↔
      IsUnit (1 + U) := by
  constructor
  · rintro ⟨H, ⟨-, h, rfl⟩, -⟩
    exact isUnit_one_add_cnStep h
  · intro h
    refine ⟨modifiedHamiltonian τ U, unitary_eq_cnStep hτ hU h, ?_⟩
    rintro H ⟨-, h', rfl⟩
    exact (modifiedHamiltonian_cnStep hτ h').symm
```

## (g) The same commuting observables

Let \(\tau\neq0\), let \(P\) be invertible and let \(A\) be any matrix. Show that

\[ AH=HA\iff AS=SA. \]

**Solution.** If \(A\) commutes with \(H\), it commutes with \(P\) and \(Q\). Using \(PS=Q\),

\[ P(AS)=A(PS)=AQ=QA=P(SA), \]

and cancelling \(P\) gives \(AS=SA\).

Conversely, let \(A\) commute with \(S\), and write \(W=(1+S)^{-1}\), which exists by (c). Then

\[ (1+S)AW=A(1+S)W=A=(1+S)WA, \]

so \(AW=WA\). Hence \(A\) commutes with \((2i/\tau)(S-1)W\), which is \(H\) by (d).

For a Hermitian \(H\) in a finite basis, the discrete evolution therefore has the same conserved observables as the continuous one. In Lean, `mul_left_cancel` performs both cancellations, and `hI` is the statement \(AW=WA\).

```lean
/-- A matrix commutes with the Hamiltonian exactly when it commutes with the
Crank-Nicolson propagator. -/
theorem commute_iff_commute_cnStep {τ : ℝ} (hτ : τ ≠ 0) {A H : Matrix n n ℂ}
    (h : IsUnit (implicitPart τ H)) : Commute A H ↔ Commute A (cnStep τ H) := by
  constructor
  · intro hA
    have e := (cnStep_eq_iff h).1 rfl
    have hP : Commute A (implicitPart τ H) :=
      (Commute.one_right A).add_right (hA.smul_right _)
    have hB : Commute A (explicitPart τ H) :=
      (Commute.one_right A).sub_right (hA.smul_right _)
    apply h.mul_left_cancel
    calc implicitPart τ H * (A * cnStep τ H) = A * (implicitPart τ H * cnStep τ H) := by
          rw [← mul_assoc, ← hP.eq, mul_assoc]
      _ = implicitPart τ H * cnStep τ H * A := by rw [e, hB.eq]
      _ = implicitPart τ H * (cnStep τ H * A) := mul_assoc _ _ _
  · intro hA
    have hu := isUnit_one_add_cnStep h
    have hV := Matrix.mul_nonsing_inv _ ((Matrix.isUnit_iff_isUnit_det _).mp hu)
    have hW : Commute A (1 + cnStep τ H) := (Commute.one_right A).add_right hA
    have hI : Commute A (1 + cnStep τ H)⁻¹ := by
      apply hu.mul_left_cancel
      rw [← mul_assoc, ← hW.eq, mul_assoc, hV, mul_one, ← mul_assoc, hV, one_mul]
    have k : Commute A (modifiedHamiltonian τ (cnStep τ H)) :=
      ((hA.sub_right (Commute.one_right A)).mul_right hI).smul_right _
    rwa [modifiedHamiltonian_cnStep hτ h] at k
```

## (h) A quarter turn as one step

For \(\tau\neq0\) and \(H=(2/\tau)\sigma_y\), show that \(P\) is invertible and that the step rotates the plane of real amplitudes by \(90^\circ\):

\[ S=\begin{pmatrix}0&-1\\1&0\end{pmatrix}. \]

**Solution.** Here \(i\tau H/2=i\sigma_y=\begin{pmatrix}0&1\\-1&0\end{pmatrix}\), so

\[ P=\begin{pmatrix}1&1\\-1&1\end{pmatrix},\qquad Q=\begin{pmatrix}1&-1\\1&1\end{pmatrix},\qquad \det P=2. \]

Multiplication confirms the implicit equation,

\[ \begin{pmatrix}1&1\\-1&1\end{pmatrix}\begin{pmatrix}0&-1\\1&0\end{pmatrix}=\begin{pmatrix}1&-1\\1&1\end{pmatrix}, \]

and (b) identifies the step. Lean follows the same route: `hX` is \(i\sigma_y\), `hdet` is the determinant, and `fin_cases` compares the matrices entry by entry.

```lean
/-- The matrix that turns the plane of real amplitudes by 90° is the Crank-Nicolson step of `(2/τ)
σ_y`, whose implicit factor is invertible. -/
theorem quarterTurn_eq_cnStep {τ : ℝ} (hτ : τ ≠ 0) :
    IsUnit (implicitPart τ ((2 / τ : ℂ) • !![0, -I; I, 0])) ∧
      cnStep τ ((2 / τ : ℂ) • !![0, -I; I, 0]) = !![0, -1; 1, 0] := by
  have h0 : (τ : ℂ) ≠ 0 := Complex.ofReal_ne_zero.mpr hτ
  have hs : (I * τ / 2) * (2 / (τ : ℂ)) = I := by field_simp
  have hX : (I * τ / 2) • ((2 / τ : ℂ) • !![0, -I; I, 0]) = !![0, 1; -1, 0] := by
    rw [smul_smul, hs]
    ext i j
    fin_cases i <;> fin_cases j <;> simp
  have hu : IsUnit (implicitPart τ ((2 / τ : ℂ) • !![0, -I; I, 0])) := by
    have hdet : (1 + !![0, 1; -1, 0] : Matrix (Fin 2) (Fin 2) ℂ).det = 2 := by
      norm_num [Matrix.det_fin_two]
    rw [implicitPart, hX, Matrix.isUnit_iff_isUnit_det, hdet]
    exact IsUnit.mk0 _ two_ne_zero
  refine ⟨hu, (cnStep_eq_iff hu).2 ?_⟩
  rw [implicitPart, explicitPart, hX]
  ext i j
  fin_cases i <;> fin_cases j <;> simp [Matrix.mul_apply, Fin.sum_univ_two]
```

## (i) The matrix σ_x is not a step

Show that \(\sigma_x\) is unitary and that, for every real \(\tau\) and every \(2\times2\) matrix \(H\) with \(P\) invertible,

\[ P^{-1}Q\neq\sigma_x. \]

**Solution.** Since \(\sigma_x^\dagger=\sigma_x\) and \(\sigma_x^2=1\), the matrix is unitary. However,

\[ \det(1+\sigma_x)=\det\begin{pmatrix}1&1\\1&1\end{pmatrix}=0, \]

whereas (c) makes \(1+S\) invertible for every step \(S\). The obstruction is the normalised state vector \((1,-1)^T/\sqrt2\), whose sign \(\sigma_x\) reverses. It depends on the global phase: for \(\tau\neq0\) the matrix \(-i\sigma_x\), which is physically the same spin flip, is the step of \((2/\tau)\sigma_x\).

The Lean proof assumes equality as `e`, applies (c), and reaches the contradiction that zero would be invertible.

```lean
/-- The matrix `σ_x` is unitary, but it is not the Crank-Nicolson step of any Hamiltonian for any
time step. -/
theorem spinFlip_ne_cnStep :
    (!![0, 1; 1, 0] : Matrix (Fin 2) (Fin 2) ℂ) ∈ Matrix.unitaryGroup (Fin 2) ℂ ∧
      ∀ (τ : ℝ) (H : Matrix (Fin 2) (Fin 2) ℂ), IsUnit (implicitPart τ H) →
        cnStep τ H ≠ !![0, 1; 1, 0] := by
  constructor
  · rw [Matrix.mem_unitaryGroup_iff]
    ext i j
    fin_cases i <;> fin_cases j <;>
      simp [Matrix.mul_apply, Fin.sum_univ_succ, Matrix.star_apply]
  · intro τ H h e
    have hu := isUnit_one_add_cnStep h
    have hdet : (1 + !![0, 1; 1, 0] : Matrix (Fin 2) (Fin 2) ℂ).det = 0 := by
      norm_num [Matrix.det_fin_two]
    rw [e, Matrix.isUnit_iff_isUnit_det, hdet] at hu
    exact not_isUnit_zero hu

end CrankNicolsonModifiedHamiltonian
```

```lean
#print axioms CrankNicolsonModifiedHamiltonian.unitary_eq_cnStep
#print axioms CrankNicolsonModifiedHamiltonian.existsUnique_hamiltonian_iff
#print axioms CrankNicolsonModifiedHamiltonian.quarterTurn_eq_cnStep
#print axioms CrankNicolsonModifiedHamiltonian.spinFlip_ne_cnStep
```

```
'CrankNicolsonModifiedHamiltonian.unitary_eq_cnStep' depends on axioms: [propext, Classical.choice, Quot.sound]
'CrankNicolsonModifiedHamiltonian.existsUnique_hamiltonian_iff' depends on axioms: [propext, Classical.choice, Quot.sound]
'CrankNicolsonModifiedHamiltonian.quarterTurn_eq_cnStep' depends on axioms: [propext, Classical.choice, Quot.sound]
'CrankNicolsonModifiedHamiltonian.spinFlip_ne_cnStep' depends on axioms: [propext, Classical.choice, Quot.sound]
```
